# For positive semidefinite response matrices, separate long-range and short-range RPA terms satisfy \(F(A+B)\le F(A)+F(B)\), with equality exactly when \(AB=0\)

The two interaction ranges enter here as two real symmetric matrices that add. At a fixed imaginary frequency, let \(\chi_0\) be the density response of a non-interacting ground state with real orbitals, written in a finite real basis. It is symmetric and negative semidefinite, so \(S=(-\chi_0)^{1/2}\) exists. Split the Coulomb interaction as \(v=v_{\rm lr}+v_{\rm sr}\) and set

\[
A=S\,v_{\rm lr}\,S,\qquad B=S\,v_{\rm sr}\,S .
\]

If both parts of the interaction are positive semidefinite, as they are for the usual error-function split, then so are \(A\) and \(B\). The full response matrix is \(A+B\), and the RPA correlation energy is the integral of \(F(X)=\ln\det(1+X)-\operatorname{Tr}X\) at \(X=A+B\) over positive frequencies, divided by \(2\pi\).

The Lean file starts from \(A\) and \(B\) at one frequency. Their positivity is a hypothesis, and neither \(\chi_0\) nor the frequency integral appears. Within this finite-matrix model, evaluating the two ranges separately and adding the results omits a cross correlation that is never positive.

## Matrices and the correlation function

```lean
import Mathlib

open Matrix

namespace RangeSeparatedRPA

variable {n : Type*} [Fintype n] [DecidableEq n]
```

The type `n` labels the basis functions. Every matrix below is square, with rows and columns labelled by `n`.

```lean
/-- The RPA correlation function `F(X) = ln det(1 + X) - Tr X` of a response matrix `X`,
meant for matrices with `det(1 + X) > 0`. -/
noncomputable def rpaF (X : Matrix n n ℝ) : ℝ :=
  Real.log (1 + X).det - X.trace
```

`rpaF X` is \(F(X)\), and `(1 + X).det` is \(\det(1+X)\). The definition accepts any real matrix, but the theorems use it only where this determinant is positive, so the logarithm has its ordinary meaning.

## Modes and factors

```lean
/-- A real positive semidefinite response matrix is diagonal in an orthonormal set of modes,
with nonnegative strengths `d`. -/
theorem exists_modes {C : Matrix n n ℝ} (hC : C.PosSemidef) :
    ∃ (U : Matrix n n ℝ) (d : n → ℝ),
      Uᴴ * U = 1 ∧ (∀ i, 0 ≤ d i) ∧ C = U * diagonal d * Uᴴ := by
  have hH := hC.isHermitian
  obtain ⟨U, hU, hv⟩ : ∃ U : Matrix n n ℝ, U * Uᴴ = 1 ∧
      ∀ k j, U k j = (hH.eigenvectorBasis j).ofLp k :=
    ⟨hH.eigenvectorUnitary, Matrix.mem_unitaryGroup_iff.1 hH.eigenvectorUnitary.2,
      fun k j => hH.eigenvectorUnitary_apply k j⟩
  refine ⟨U, hH.eigenvalues, mul_eq_one_comm.1 hU, hC.eigenvalues_nonneg, ?_⟩
  -- the columns of `U` are eigenvectors
  have hCU : C * U = U * diagonal hH.eigenvalues := by
    ext a j
    have h := congrFun (hH.mulVec_eigenvectorBasis j) a
    simp only [Matrix.mulVec, dotProduct, Pi.smul_apply, smul_eq_mul] at h
    rw [Matrix.mul_diagonal, Matrix.mul_apply]
    simp only [hv]
    rw [h, mul_comm]
  calc C = C * (U * Uᴴ) := by rw [hU, mul_one]
    _ = U * diagonal hH.eigenvalues * Uᴴ := by rw [← mul_assoc, hCU]
```

Read the statement from left to right: given a matrix `C` and a proof `hC` that it is positive semidefinite, there exist a matrix `U` and numbers `d` with the three listed properties. `PosSemidef` includes symmetry, and `ᴴ` is the conjugate transpose, which for real matrices is the transpose. In ordinary notation,

\[
U^TU=1,\qquad d_i\ge 0,\qquad C=U\,\mathrm{diag}(d)\,U^T .
\]

By hand, take orthonormal eigenvectors \(Cu_j=d_ju_j\) as the columns of \(U\). Then \(d_j=u_j^TCu_j\ge0\). The eigenvalue equations together say \(CU=U\,\mathrm{diag}(d)\), which is `hCU`, and multiplying by \(U^T\) from the right gives the result. Mathlib supplies the eigenvectors.

```lean
/-- A real positive semidefinite response matrix factorises as `C = Rᴴ R`. -/
theorem exists_factor {C : Matrix n n ℝ} (hC : C.PosSemidef) :
    ∃ R : Matrix n n ℝ, C = Rᴴ * R := by
  obtain ⟨U, d, -, hd, hCe⟩ := exists_modes hC
  have hsq : diagonal (fun i => √(d i)) * diagonal (fun i => √(d i)) = diagonal d := by
    rw [Matrix.diagonal_mul_diagonal]
    congr 1
    funext i
    exact Real.mul_self_sqrt (hd i)
  have hs : (diagonal (fun i => √(d i)))ᴴ = diagonal (fun i => √(d i)) := by
    rw [Matrix.diagonal_conjTranspose, star_trivial]
  refine ⟨diagonal (fun i => √(d i)) * Uᴴ, ?_⟩
  rw [hCe, ← hsq, Matrix.conjTranspose_mul, Matrix.conjTranspose_conjTranspose, hs]
  simp only [mul_assoc]
```

Put \(R=\mathrm{diag}(\sqrt{d})\,U^T\). Then \(R^TR=U\,\mathrm{diag}(\sqrt d)^2\,U^T=C\). The step `hsq` squares the square roots, and `hs` says that a real diagonal matrix is its own transpose.

## When a quadratic coupling vanishes

```lean
/-- If `P` is positive definite and the quadratic expression `Gᴴ P G` vanishes, then the
coupling `G` vanishes. -/
theorem coupling_eq_zero {P G : Matrix n n ℝ} (hP : P.PosDef) (h : Gᴴ * P * G = 0) :
    G = 0 := by
  obtain ⟨W, hW⟩ := exists_factor hP.posSemidef
  have h1 : (W * G)ᴴ * (W * G) = 0 := by
    rw [← h, hW, Matrix.conjTranspose_mul]
    simp only [mul_assoc]
  have h2 : W * G = 0 := Matrix.conjTranspose_mul_self_eq_zero.1 h1
  have h3 : P * G = 0 := by rw [hW, mul_assoc, h2, mul_zero]
  calc G = P⁻¹ * P * G := by
        rw [Matrix.nonsing_inv_mul _ hP.det_pos.ne'.isUnit, one_mul]
    _ = 0 := by rw [mul_assoc, h3, mul_zero]
```

`PosDef` means positive definite. Write \(P=W^TW\). Then

\[
0=G^TPG=(WG)^T(WG).
\]

The trace of the right-hand side is the sum of the squares of all entries of \(WG\), so \(WG=0\). Hence \(PG=W^TWG=0\), and since \(P\) is invertible, \(G=0\). The steps `h1`, `h2` and `h3` are these three equations.

## The determinant of one response matrix

```lean
/-- For a positive semidefinite response matrix `C`, `det(1 + C)` is at least one, and it
equals one only if `C = 0`. -/
theorem one_le_det_one_add {C : Matrix n n ℝ} (hC : C.PosSemidef) :
    1 ≤ (1 + C).det ∧ ((1 + C).det = 1 → C = 0) := by
  obtain ⟨U, d, hU, hd, hCe⟩ := exists_modes hC
  have hdet : (1 + C).det = ∏ i, (1 + d i) := by
    rw [hCe, mul_assoc, Matrix.det_one_add_mul_comm, mul_assoc, hU, mul_one,
      ← Matrix.diagonal_one, Matrix.diagonal_add, Matrix.det_diagonal]
  -- the product over modes dominates its first-order expansion
  have key : ∀ s : Finset n, 1 + ∑ i ∈ s, d i ≤ ∏ i ∈ s, (1 + d i) := by
    intro s
    induction s using Finset.induction_on with
    | empty => simp
    | insert a s ha ih =>
      rw [Finset.sum_insert ha, Finset.prod_insert ha]
      have hs : 0 ≤ ∑ i ∈ s, d i := Finset.sum_nonneg fun i _ => hd i
      nlinarith [mul_le_mul_of_nonneg_left ih (hd a), mul_nonneg (hd a) hs]
  have hk := key Finset.univ
  have hsum : 0 ≤ ∑ i, d i := Finset.sum_nonneg fun i _ => hd i
  rw [hdet]
  refine ⟨by linarith, fun h => ?_⟩
  have h0 : ∑ i, d i = 0 := by linarith
  have hz : d = 0 := by
    funext i
    exact (Finset.sum_eq_zero_iff_of_nonneg fun i _ => hd i).1 h0 i (Finset.mem_univ i)
  rw [hCe, hz]
  simp
```

With the modes of \(C\),

\[
\det(1+C)=\det\bigl(1+\mathrm{diag}(d)\,U^TU\bigr)=\prod_i(1+d_i)\ge 1+\sum_i d_i\ge 1 .
\]

The first equality moves \(U\) from the front of the product to the back, by an identity examined below. The first inequality, `key`, is proved by adding one mode \(a\) at a time to a set \(s\):

\[
(1+d_a)\prod_{i\in s}(1+d_i)\ge(1+d_a)\Bigl(1+\sum_{i\in s}d_i\Bigr)\ge 1+d_a+\sum_{i\in s}d_i .
\]

If the determinant equals one, then \(\sum_i d_i=0\). All terms are nonnegative, so every \(d_i\) vanishes and \(C=0\).

## A closer look at `Matrix.det_one_add_mul_comm`

This Mathlib theorem says \(\det(1+MN)=\det(1+NM)\). To see it, compute the determinant of one block matrix by eliminating either diagonal block:

\[
\det\begin{pmatrix}1&-M\\N&1\end{pmatrix}=\det(1+NM)=\det(1+MN).
\]

In the next theorem it restores symmetry. A product such as \(X^{-1}V^TV\) is in general not symmetric, even when \(X\) is, so the bound just proved doesn't apply to it. Moving the last \(V\) to the front gives \(VX^{-1}V^T\), which is symmetric and positive semidefinite whenever \(X\) is positive definite.

In Lean, `rw` finds the first expression that matches the left side of an equation and replaces every copy of that expression by the corresponding right side. The expression `X⁻¹ * Vᴴ * V` is read as `(X⁻¹ * Vᴴ) * V`, so the factor that moves is `V`. Where brackets need shifting, `mul_assoc` does it.

## Adding a positive semidefinite matrix

```lean
/-- Adding a positive semidefinite `Y` to a positive definite `X` never lowers the
determinant, and leaves it unchanged only if `Y = 0`. -/
theorem det_le_det_add {X Y : Matrix n n ℝ} (hX : X.PosDef) (hY : Y.PosSemidef) :
    X.det ≤ (X + Y).det ∧ ((X + Y).det = X.det → Y = 0) := by
  obtain ⟨V, hV⟩ := exists_factor hY
  have hfac : (X + Y).det = X.det * (1 + V * X⁻¹ * Vᴴ).det := by
    have h : X + Y = X * (1 + X⁻¹ * Vᴴ * V) := by
      rw [mul_add, mul_one, mul_assoc, ← mul_assoc X,
        Matrix.mul_nonsing_inv _ hX.det_pos.ne'.isUnit, one_mul, ← hV]
    rw [h, Matrix.det_mul, Matrix.det_one_add_mul_comm, ← mul_assoc]
  obtain ⟨h1, h2⟩ := one_le_det_one_add (hX.inv.posSemidef.mul_mul_conjTranspose_same V)
  refine ⟨?_, fun h => ?_⟩
  · rw [hfac]
    exact le_mul_of_one_le_right hX.det_pos.le h1
  · have h3 := h2 (mul_left_cancel₀ hX.det_pos.ne' (by rw [← hfac, h, mul_one]))
    have h4 : Vᴴ = 0 :=
      coupling_eq_zero hX.inv (by rw [Matrix.conjTranspose_conjTranspose]; exact h3)
    rw [hV, h4, zero_mul]
```

Write \(Y=V^TV\) and take out the factor \(X\):

\[
\det(X+Y)=\det X\,\det(1+X^{-1}V^TV)=\det X\,\det(1+VX^{-1}V^T).
\]

This is `hfac`. The last determinant is at least one and \(\det X>0\), so \(\det(X+Y)\ge\det X\).

If the two are equal, the last determinant is one, and the previous theorem gives \(VX^{-1}V^T=0\). The coupling theorem with \(P=X^{-1}\) and \(G=V^T\) then gives \(V^T=0\), hence \(Y=0\).

## Two ranges together

```lean
/-- For positive semidefinite `A` and `B`, `det(1 + A + B)` is at most
`det(1 + A) det(1 + B)`, with equality if and only if `A B = 0`. -/
theorem det_one_add_add_le {A B : Matrix n n ℝ} (hA : A.PosSemidef) (hB : B.PosSemidef) :
    (1 + (A + B)).det ≤ (1 + A).det * (1 + B).det ∧
      ((1 + (A + B)).det = (1 + A).det * (1 + B).det ↔ A * B = 0) := by
  obtain ⟨Q, hQ⟩ := exists_factor hA
  obtain ⟨R, hR⟩ := exists_factor hB
  have hM : (1 + A).PosDef := Matrix.PosDef.one.add_posSemidef hA
  have hK : (1 + Q * Qᴴ).PosDef :=
    Matrix.PosDef.one.add_posSemidef (Matrix.posSemidef_self_mul_conjTranspose Q)
  obtain ⟨J, hJ, hJpos⟩ : ∃ J : Matrix n n ℝ, (1 + Q * Qᴴ) * J = 1 ∧ J.PosDef :=
    ⟨_, Matrix.mul_nonsing_inv _ hK.det_pos.ne'.isUnit, hK.inv⟩
  have hinv : (1 + A)⁻¹ = 1 - Qᴴ * J * Q := by
    apply Matrix.inv_eq_right_inv
    calc (1 + A) * (1 - Qᴴ * J * Q)
        = 1 + Qᴴ * Q - Qᴴ * ((1 + Q * Qᴴ) * J) * Q := by rw [hQ]; noncomm_ring
      _ = 1 := by rw [hJ, mul_one, add_sub_cancel_right]
  -- screening by `A` weakens the response of `B` by a positive semidefinite amount
  have hsplit : 1 + R * Rᴴ =
      (1 + R * (1 + A)⁻¹ * Rᴴ) + (Q * Rᴴ)ᴴ * J * (Q * Rᴴ) := by
    rw [hinv, Matrix.conjTranspose_mul, Matrix.conjTranspose_conjTranspose]
    noncomm_ring
  have hfac : (1 + (A + B)).det = (1 + A).det * (1 + R * (1 + A)⁻¹ * Rᴴ).det := by
    have h : 1 + (A + B) = (1 + A) * (1 + (1 + A)⁻¹ * Rᴴ * R) := by
      rw [mul_add (1 + A), mul_one, mul_assoc, ← mul_assoc (1 + A),
        Matrix.mul_nonsing_inv _ hM.det_pos.ne'.isUnit, one_mul, ← hR, add_assoc]
    rw [h, Matrix.det_mul, Matrix.det_one_add_mul_comm, ← mul_assoc]
  have hdB : (1 + B).det = (1 + R * Rᴴ).det := by
    rw [hR, Matrix.det_one_add_mul_comm]
  obtain ⟨h1, h2⟩ := det_le_det_add
    (Matrix.PosDef.one.add_posSemidef (hM.inv.posSemidef.mul_mul_conjTranspose_same R))
    (hJpos.posSemidef.conjTranspose_mul_mul_same (Q * Rᴴ))
  rw [← hsplit, ← hdB] at h1 h2
  refine ⟨?_, fun h => ?_, fun h => ?_⟩
  · rw [hfac]
    exact mul_le_mul_of_nonneg_left h1 hM.det_pos.le
  · have h3 := h2 (mul_left_cancel₀ hM.det_pos.ne' (by rw [← h, hfac]))
    have h4 : Q * Rᴴ = 0 := coupling_eq_zero hJpos h3
    calc A * B = Qᴴ * (Q * Rᴴ) * R := by rw [hQ, hR]; simp only [mul_assoc]
      _ = 0 := by rw [h4, mul_zero, zero_mul]
  · have h5 : (1 + A) * (1 + B) = 1 + (A + B) + A * B := by noncomm_ring
    rw [← Matrix.det_mul, h5, h, add_zero]
```

The symbol `↔` means "if and only if". Write \(A=Q^TQ\) and \(B=R^TR\), and let \(J=(1+QQ^T)^{-1}\). First, `hinv` states

\[
(1+A)^{-1}=1-Q^TJQ,
\]

which is checked by multiplication:

\[
(1+Q^TQ)(1-Q^TJQ)=1+Q^TQ-Q^T(1+QQ^T)JQ=1 .
\]

Put this between \(R\) and \(R^T\), and let \(G=QR^T\). The result is `hsplit`:

\[
1+RR^T=\bigl[1+R(1+A)^{-1}R^T\bigr]+G^TJG .
\]

The bracket is positive definite and \(G^TJG\) is positive semidefinite, so the preceding theorem compares their determinants. Factoring out \(1+A\) as before, we get

\[
\begin{aligned}
\det(1+A+B)&=\det(1+A)\,\det\bigl(1+R(1+A)^{-1}R^T\bigr)\\
&\le\det(1+A)\,\det(1+RR^T)=\det(1+A)\,\det(1+B).
\end{aligned}
\]

The first line is `hfac`, and the last equality is `hdB`.

Suppose equality holds. Dividing by \(\det(1+A)>0\) shows that adding \(G^TJG\) left the determinant unchanged, so \(G^TJG=0\) and therefore \(G=0\). Then \(AB=Q^T(QR^T)R=0\). Conversely, if \(AB=0\), then

\[
(1+A)(1+B)=1+A+B+AB=1+A+B,
\]

and taking determinants gives equality. The tactic `noncomm_ring` expands such products while keeping the order of the factors.

## The cross correlation and its sign

```lean
/-- For positive semidefinite long-range and short-range response matrices `A` and `B`,
`F(A + B) ≤ F(A) + F(B)`, with equality if and only if `A B = 0`. -/
theorem rpaF_add_le {A B : Matrix n n ℝ} (hA : A.PosSemidef) (hB : B.PosSemidef) :
    rpaF (A + B) ≤ rpaF A + rpaF B ∧
      (rpaF (A + B) = rpaF A + rpaF B ↔ A * B = 0) := by
  have pA : 0 < (1 + A).det := (Matrix.PosDef.one.add_posSemidef hA).det_pos
  have pB : 0 < (1 + B).det := (Matrix.PosDef.one.add_posSemidef hB).det_pos
  have pAB : 0 < (1 + (A + B)).det :=
    (Matrix.PosDef.one.add_posSemidef (hA.add hB)).det_pos
  obtain ⟨hle, heq⟩ := det_one_add_add_le hA hB
  have hlog := Real.log_mul pA.ne' pB.ne'
  -- the traces are additive and cancel, so only the determinants matter
  unfold rpaF
  rw [Matrix.trace_add]
  refine ⟨by linarith [Real.log_le_log pAB hle], fun h => ?_, fun h => ?_⟩
  · exact heq.1 (Real.log_injOn_pos (Set.mem_Ioi.2 pAB) (Set.mem_Ioi.2 (mul_pos pA pB))
      (by linarith))
  · rw [heq.2 h, hlog]
    ring
```

Since \(\operatorname{Tr}(A+B)=\operatorname{Tr}A+\operatorname{Tr}B\), the traces cancel:

\[
F(A+B)-F(A)-F(B)=\ln\frac{\det(1+A+B)}{\det(1+A)\det(1+B)}\le 0 .
\]

The facts `pA`, `pB` and `pAB` establish that all three determinants are positive. The logarithm is increasing, which gives the inequality. It is also injective on positive numbers (`Real.log_injOn_pos`), so equality of the \(F\) values is equality of the determinants, and this is equivalent to \(AB=0\).

Physically, \(AB=0\) means that every mode of nonzero strength in \(A\) is orthogonal to every such mode in \(B\). For \(1\times1\) matrices \(a,b\ge0\), the ratio inside the logarithm is \((1+a+b)/(1+a+b+ab)\), and the cross term vanishes exactly when one of the two responses does.

Positivity of \(B\) cannot be relaxed to positive definiteness of \(1+B\): with \(a=1\) and \(b=-\tfrac12\) the ratio is \(\tfrac32\), and the cross term is positive.

## Any finite number of ranges

```lean
/-- If the matrix `A k` is positive semidefinite for every label `k`, then `F` of the sum of the
`A k` over a finite set `s` of labels is at most the sum of the values `F(A k)` over `s`. -/
theorem rpaF_sum_le {ι : Type*} (s : Finset ι) (A : ι → Matrix n n ℝ)
    (hA : ∀ k, (A k).PosSemidef) :
    rpaF (∑ k ∈ s, A k) ≤ ∑ k ∈ s, rpaF (A k) := by
  classical
  induction s using Finset.induction_on with
  | empty => simp [rpaF]
  | insert a s ha ih =>
    rw [Finset.sum_insert ha, Finset.sum_insert ha]
    have hs : (∑ k ∈ s, A k).PosSemidef := Matrix.posSemidef_sum s fun k _ => hA k
    linarith [(rpaF_add_le (hA a) hs).1]

end RangeSeparatedRPA
```

Here `s` is a finite set of labels and `A k` is the response matrix of range \(k\), so the statement reads

\[
F\Bigl(\sum_{k\in s}A_k\Bigr)\le\sum_{k\in s}F(A_k).
\]

For the empty set both sides are zero, because \(F(0)=0\). To add a range \(a\), apply the two-range inequality to \(A_a\) and the sum already treated, which is again positive semidefinite, and then use the induction hypothesis `ih`. This theorem gives the inequality alone, with no criterion for equality.

```lean
#print axioms RangeSeparatedRPA.rpaF_add_le
-- 'RangeSeparatedRPA.rpaF_add_le' depends on axioms: [propext, Classical.choice, Quot.sound]
#print axioms RangeSeparatedRPA.rpaF_sum_le
-- 'RangeSeparatedRPA.rpaF_sum_le' depends on axioms: [propext, Classical.choice, Quot.sound]
```
